# A bound on the ground-energy shift caused by geometrically decaying terms

## Operators, ground energy and scales

Let E be a non-zero finite-dimensional complex Hilbert space with inner product ⟨x, y⟩, and let ‖T‖ be the operator norm, the largest value of ‖Tx‖ over unit vectors x. An operator T is Hermitian if ⟨Tx, y⟩ = ⟨x, Ty⟩ for all x and y. Its lowest eigenvalue is written E₀(T) and called the ground energy.

Let H and V_n (n = 0, 1, 2, …) be Hermitian. A real number Λ > 1 sets the ratio of successive energy scales, and q = Λ^(-1/2), so that 0 < q < 1. The assumption on the terms is

‖V_n‖ ≤ C Λ^(-n/2) = C qⁿ,

where C is a fixed energy. In the numerical renormalization group (NRG), this decay stands for the falling hopping amplitudes along a Wilson chain, which come from the logarithmic discretisation of the bath. Here the decay is assumed, not derived from a bath.

## The shift and its bound

For all M ≥ N,

|E₀(H + Σ_{n=N..M} V_n) − E₀(H)| ≤ C Λ^(-N/2) / (1 − Λ^(-1/2)).

**The variational principle.** The function ⟨x, Tx⟩ is continuous on the compact unit sphere, so it has a minimum m there, reached at some v. For any w and real t,

f(t) = ⟨v + tw, T(v + tw)⟩ − m ‖v + tw‖² ≥ 0, with f(0) = 0.

Hence f′(0) = 2 Re⟨w, (T − m)v⟩ = 0. The choice w = (T − m)v gives Tv = mv, so m is an eigenvalue. Any other eigenvalue e, with unit eigenvector u, satisfies e = ⟨u, Tu⟩ ≥ m. Therefore m = E₀(T), and E₀(T) ≤ ⟨x, Tx⟩ for every unit vector x.

**Comparing two Hamiltonians.** Let v be a unit ground vector of T and use it as a trial vector for S:

E₀(S) ≤ ⟨v, Sv⟩ = E₀(T) + ⟨v, (S − T)v⟩ ≤ E₀(T) + ‖S − T‖.

Exchanging S and T gives |E₀(S) − E₀(T)| ≤ ‖S − T‖.

**Summing the scales.** With S = H + Σ V_n and T = H, the triangle inequality bounds the shift by C Σ_{n=N..M} qⁿ. Multiplying this sum by 1 − q leaves only its end terms, so

Σ_{n=N..M} qⁿ = (q^N − q^(M+1)) / (1 − q) ≤ q^N / (1 − q),

which proves the claim.

If the Hilbert space E is one-dimensional, Hermitian operators are real numbers and the shift is simply the sum of the V_n. For M = N the comparison step already gives the smaller bound C q^N.

## What happens without decay or without Hermiticity

At Λ = 1, take V_n = C·1 with C > 0. Each term obeys ‖V_n‖ ≤ C, but the shift is C(M − N + 1), which grows without bound.

Hermiticity of H matters too. Take H = [[0, 1], [0, 0]] and the single term V₀ = ε [[0, 1], [1, 0]] with ε = 1/100. The eigenvalues of H + V₀ are ±√(ε + ε²), so the lowest one moves from 0 to about −0.1005. With Λ = 4, N = M = 0 and C = ε, the bound would allow only 0.02.

## Hermitian operators and their levels in Lean

The type `E →L[ℂ] E` consists of continuous linear operators and carries the operator norm. A Hermitian matrix is covered as an operator on ℂᵈ with the Euclidean inner product.

```lean
import Mathlib

open Filter Topology Finset

namespace NRGScaleSeparation

noncomputable section

variable {E : Type*} [NormedAddCommGroup E] [InnerProductSpace ℂ E]

/-- An operator is Hermitian if it can be moved across the inner product. -/
def IsHermitianOp (T : E →L[ℂ] E) : Prop :=
  ∀ x y : E, inner ℂ (T x) y = inner ℂ x (T y)
```

The set `energyLevels T` contains the real eigenvalues, which for a Hermitian operator are all of them. The ground energy is defined as the infimum of this set; that it is itself an eigenvalue is proved below.

```lean
/-- The real eigenvalues of an operator. -/
def energyLevels (T : E →L[ℂ] E) : Set ℝ :=
  {e | ∃ v : E, v ≠ 0 ∧ T v = (e : ℂ) • v}

/-- The ground energy: the infimum of the real eigenvalues, for Hermitian operators
on a non-zero finite-dimensional space. -/
def groundEnergy (T : E →L[ℂ] E) : ℝ := sInf (energyLevels T)
```

## The variational principle in Lean

Vectors in the code are not normalised, so expectation values carry a factor `‖x‖ ^ 2`, which is 1 for a unit vector. The first lemma is the Cauchy–Schwarz estimate |Re⟨Bx, x⟩| ≤ ‖B‖ ‖x‖²; the second evaluates Re⟨Tv, v⟩ in an eigenvector v with a real eigenvalue. For a Hermitian operator the real part is the whole expectation value.

```lean
/-- The real part of `⟨Bx, x⟩` is bounded in absolute value by `‖B‖ ‖x‖²`. -/
theorem abs_expectation_le (B : E →L[ℂ] E) (x : E) :
    |(inner ℂ (B x) x).re| ≤ ‖B‖ * ‖x‖ ^ 2 := by
  calc |(inner ℂ (B x) x).re| ≤ ‖inner ℂ (B x) x‖ := Complex.abs_re_le_norm _
    _ ≤ ‖B x‖ * ‖x‖ := norm_inner_le_norm _ _
    _ ≤ (‖B‖ * ‖x‖) * ‖x‖ := mul_le_mul_of_nonneg_right (B.le_opNorm x) (norm_nonneg x)
    _ = ‖B‖ * ‖x‖ ^ 2 := by ring

/-- For an eigenvector `v` with real eigenvalue `e`, the real part of `⟨Tv, v⟩` is `e ‖v‖²`. -/
theorem expectation_eigenvector {T : E →L[ℂ] E} {e : ℝ} {v : E}
    (h : T v = (e : ℂ) • v) : (inner ℂ (T v) v).re = e * ‖v‖ ^ 2 := by
  have hn : (inner ℂ v v).re = ‖v‖ ^ 2 := inner_self_eq_norm_sq (𝕜 := ℂ) v
  rw [h, inner_smul_left, Complex.conj_ofReal, Complex.re_ofReal_mul, hn]
```

From here on, E is finite-dimensional and non-zero. `groundEnergy_spec` says that the ground energy is the least eigenvalue and bounds every expectation value from below. Mathlib supplies the fact that the infimum of the Rayleigh quotient is an eigenvalue, in place of the derivative argument above. The estimate by −‖T‖ shows that the quotient is bounded below, so its infimum lies below each of its values.

```lean
variable [FiniteDimensional ℂ E] [Nontrivial E]

/-- The ground energy of a Hermitian operator is its lowest eigenvalue, and it bounds
every expectation value from below. -/
theorem groundEnergy_spec {T : E →L[ℂ] E} (hT : IsHermitianOp T) :
    IsLeast (energyLevels T) (groundEnergy T) ∧
      ∀ x : E, groundEnergy T * ‖x‖ ^ 2 ≤ (inner ℂ (T x) x).re := by
  have hS : (T : E →ₗ[ℂ] E).IsSymmetric := fun x y => hT x y
  -- the minimum of the Rayleigh quotient is an eigenvalue
  obtain ⟨m, hm, hvar⟩ : ∃ m ∈ energyLevels T,
      ∀ x : E, m * ‖x‖ ^ 2 ≤ (inner ℂ (T x) x).re := by
    let m : ℝ := ⨅ x : {x : E // x ≠ 0}, (inner ℂ (T x) (x : E)).re / ‖(x : E)‖ ^ 2
    have hm : Module.End.HasEigenvalue (T : E →ₗ[ℂ] E) (m : ℂ) :=
      hS.hasEigenvalue_iInf_of_finiteDimensional
    obtain ⟨v, hv⟩ := hm.exists_hasEigenvector
    refine ⟨m, ⟨v, hv.2, hv.apply_eq_smul⟩, fun x => ?_⟩
    by_cases hx : x = 0
    · simp [hx]
    have hb : BddBelow (Set.range fun y : {y : E // y ≠ 0} =>
        (inner ℂ (T y) (y : E)).re / ‖(y : E)‖ ^ 2) := by
      refine ⟨-‖T‖, ?_⟩
      rintro _ ⟨y, rfl⟩
      have hy : 0 < ‖(y : E)‖ ^ 2 := pow_pos (norm_pos_iff.mpr y.2) 2
      have h := (abs_le.mp (abs_expectation_le T (y : E))).1
      exact (le_div_iff₀ hy).mpr (by linarith)
    exact (le_div_iff₀ (pow_pos (norm_pos_iff.mpr hx) 2)).mp (ciInf_le hb ⟨x, hx⟩)
  have hl : IsLeast (energyLevels T) m := by
    refine ⟨hm, ?_⟩
    rintro e ⟨v, hv, hev⟩
    have h := hvar v
    rw [expectation_eigenvector hev] at h
    exact le_of_mul_le_mul_right h (pow_pos (norm_pos_iff.mpr hv) 2)
  have hg : groundEnergy T = m := hl.csInf_eq
  rw [hg]
  exact ⟨hl, hvar⟩
```

In the comparison of two Hamiltonians, `key` is the trial-vector inequality. It is used twice, with the roles exchanged.

```lean
/-- The ground energies of two Hermitian operators differ by at most the norm of the
difference of the operators. -/
theorem abs_groundEnergy_sub_le {S T : E →L[ℂ] E} (hS : IsHermitianOp S)
    (hT : IsHermitianOp T) : |groundEnergy S - groundEnergy T| ≤ ‖S - T‖ := by
  -- the ground vector of B serves as trial vector for A
  have key : ∀ A B : E →L[ℂ] E, IsHermitianOp A → IsHermitianOp B →
      groundEnergy A ≤ groundEnergy B + ‖A - B‖ := by
    intro A B hA hB
    obtain ⟨v, hv, hev⟩ := (groundEnergy_spec hB).1.1
    have h1 := (groundEnergy_spec hA).2 v
    have h2 := expectation_eigenvector hev
    have h3 := (abs_le.mp (abs_expectation_le (A - B) v)).2
    have h4 : (inner ℂ ((A - B) v) v).re
        = (inner ℂ (A v) v).re - (inner ℂ (B v) v).re := by
      rw [sub_apply, inner_sub_left, Complex.sub_re]
    refine le_of_mul_le_mul_right ?_ (pow_pos (norm_pos_iff.mpr hv) 2)
    linarith
  have h1 := key S T hS hT
  have h2 := key T S hT hS
  rw [norm_sub_rev] at h2
  exact abs_le.mpr ⟨by linarith, by linarith⟩

omit [FiniteDimensional ℂ E] [Nontrivial E] in
/-- Adding finitely many Hermitian terms to a Hermitian operator gives a Hermitian
operator. -/
theorem isHermitianOp_add_sum {H : E →L[ℂ] E} {V : ℕ → E →L[ℂ] E} {s : Finset ℕ}
    (hH : IsHermitianOp H) (hV : ∀ n ∈ s, IsHermitianOp (V n)) :
    IsHermitianOp (H + ∑ n ∈ s, V n) := by
  intro x y
  simp only [add_apply, _root_.sum_apply,
    inner_add_left, inner_add_right, sum_inner, inner_sum]
  rw [hH x y, Finset.sum_congr rfl (fun n hn => hV n hn x y)]
```

## The geometric sum and the main theorem

`scale_ratio` establishes 0 < q < 1 and Λ^(-n/2) = qⁿ. `sum_scales` proves the closed form by induction on M, starting from M = N.

```lean
/-- For `Λ > 1` the ratio of successive energy scales lies strictly between 0 and 1, and
the `n`-th scale is its `n`-th power. -/
theorem scale_ratio {Λ : ℝ} (hΛ : 1 < Λ) :
    0 < Λ ^ (-(1 : ℝ) / 2) ∧ Λ ^ (-(1 : ℝ) / 2) < 1 ∧
      ∀ n : ℕ, Λ ^ (-(n : ℝ) / 2) = (Λ ^ (-(1 : ℝ) / 2)) ^ n := by
  have h0 : 0 < Λ := by linarith
  refine ⟨Real.rpow_pos_of_pos h0 _,
    Real.rpow_lt_one_of_one_lt_of_neg hΛ (by norm_num), fun n => ?_⟩
  rw [← Real.rpow_natCast, ← Real.rpow_mul h0.le]
  congr 1
  ring

/-- The sum of the energy scales from shell `N` to shell `M` in closed form. -/
theorem sum_scales {Λ : ℝ} (hΛ : 1 < Λ) {N M : ℕ} (hNM : N ≤ M) :
    ∑ n ∈ Icc N M, Λ ^ (-(n : ℝ) / 2) =
      (Λ ^ (-(N : ℝ) / 2) - (Λ ^ (-(1 : ℝ) / 2)) ^ (M + 1)) / (1 - Λ ^ (-(1 : ℝ) / 2)) := by
  obtain ⟨-, h1, hp⟩ := scale_ratio hΛ
  simp only [hp]
  rw [eq_div_iff (by linarith)]
  induction M, hNM using Nat.le_induction with
  | base => rw [Icc_self, sum_singleton]; ring
  | succ M hM ih => rw [sum_Icc_succ_top (by omega), add_mul, ih]; ring
```

In `energy_scale_separation`, `Icc N M` is the set of integers from N to M, and Hermiticity and the norm bound are required only for those n. That C ≥ 0 need not be assumed, since it follows from the norm bound at n = N. The `calc` chain is the derivation by hand: comparison, triangle inequality, closed form, and removal of the negative end term.

```lean
/-- Energy-scale separation: Hermitian terms from shells `N` to `M` with norms at most `C Λ^(-n/2)`,
where `Λ > 1`, move the ground energy of a Hermitian operator by at most `C Λ^(-N/2) / (1 -
Λ^(-1/2))`. -/
theorem energy_scale_separation {H : E →L[ℂ] E} {V : ℕ → E →L[ℂ] E} {C Λ : ℝ} {N M : ℕ}
    (hΛ : 1 < Λ) (hNM : N ≤ M) (hH : IsHermitianOp H)
    (hV : ∀ n ∈ Icc N M, IsHermitianOp (V n))
    (hb : ∀ n ∈ Icc N M, ‖V n‖ ≤ C * Λ ^ (-(n : ℝ) / 2)) :
    |groundEnergy (H + ∑ n ∈ Icc N M, V n) - groundEnergy H| ≤
      C * Λ ^ (-(N : ℝ) / 2) / (1 - Λ ^ (-(1 : ℝ) / 2)) := by
  obtain ⟨h0, h1, -⟩ := scale_ratio hΛ
  have hC : 0 ≤ C := nonneg_of_mul_nonneg_left
    ((norm_nonneg _).trans (hb N (mem_Icc.mpr ⟨le_rfl, hNM⟩)))
    (Real.rpow_pos_of_pos (by linarith) _)
  have hW := abs_groundEnergy_sub_le (isHermitianOp_add_sum hH hV) hH
  rw [add_sub_cancel_left] at hW
  calc _ ≤ ‖∑ n ∈ Icc N M, V n‖ := hW
    _ ≤ ∑ n ∈ Icc N M, C * Λ ^ (-(n : ℝ) / 2) := norm_sum_le_of_le _ hb
    _ = C * ((Λ ^ (-(N : ℝ) / 2) - (Λ ^ (-(1 : ℝ) / 2)) ^ (M + 1)) /
          (1 - Λ ^ (-(1 : ℝ) / 2))) := by rw [← mul_sum, sum_scales hΛ hNM]
    _ ≤ C * (Λ ^ (-(N : ℝ) / 2) / (1 - Λ ^ (-(1 : ℝ) / 2))) := by
        refine mul_le_mul_of_nonneg_left ?_ hC
        exact div_le_div_of_nonneg_right (by linarith [pow_pos h0 (M + 1)]) (by linarith)
    _ = _ := by ring
```

For an NRG calculation on a finite chain, with all operators written on the Hilbert space of the full chain, this limits how far the later sites can move the ground energy. The bound is itself of order Λ^(-N/2), the scale of the excitations resolved at step N: for Λ = 4 it equals 2C Λ^(-N/2). Energy-scale separation in the wider NRG sense also concerns excited levels and the discarding of high-energy states, about which the theorem says nothing.

## Convergence of the growing chain

Now let g_N be the ground energy of H + V₀ + … + V_(N−1). One more term changes it by at most C q^N, so for K ≥ N

|g_K − g_N| ≤ C (q^N + … + q^(K−1)) ≤ C q^N / (1 − q).

The sequence is therefore Cauchy, and letting K → ∞ bounds the distance of g_N from the limit. In the proof, `hstep` is the one-term estimate, and Mathlib's lemmas on geometrically bounded steps do the rest. All terms act on the same finite-dimensional space, whereas the space of a real Wilson chain grows with each site.

```lean
/-- The ground energies of the growing chain converge, and the chain with the first `N`
terms is within `C Λ^(-N/2) / (1 - Λ^(-1/2))` of the limit. -/
theorem groundEnergy_chain_converges {H : E →L[ℂ] E} {V : ℕ → E →L[ℂ] E} {C Λ : ℝ}
    (hΛ : 1 < Λ) (hH : IsHermitianOp H) (hV : ∀ n, IsHermitianOp (V n))
    (hb : ∀ n : ℕ, ‖V n‖ ≤ C * Λ ^ (-(n : ℝ) / 2)) :
    ∃ e : ℝ, Tendsto (fun N => groundEnergy (H + ∑ n ∈ range N, V n)) atTop (𝓝 e) ∧
      ∀ N : ℕ, |groundEnergy (H + ∑ n ∈ range N, V n) - e| ≤
        C * Λ ^ (-(N : ℝ) / 2) / (1 - Λ ^ (-(1 : ℝ) / 2)) := by
  obtain ⟨-, h1, hp⟩ := scale_ratio hΛ
  -- the term with index `N` changes the energy by at most `C q^N`, where `q = Λ^(-1/2)`
  have hstep : ∀ N : ℕ, dist (groundEnergy (H + ∑ n ∈ range N, V n))
      (groundEnergy (H + ∑ n ∈ range (N + 1), V n)) ≤ C * (Λ ^ (-(1 : ℝ) / 2)) ^ N := by
    intro N
    have h := abs_groundEnergy_sub_le
      (isHermitianOp_add_sum (s := range (N + 1)) hH (fun n _ => hV n))
      (isHermitianOp_add_sum (s := range N) hH (fun n _ => hV n))
    have hd : H + ∑ n ∈ range (N + 1), V n - (H + ∑ n ∈ range N, V n) = V N := by
      rw [sum_range_succ]; abel
    rw [hd] at h
    rw [dist_comm, Real.dist_eq, ← hp]
    exact h.trans (hb N)
  obtain ⟨e, he⟩ := cauchySeq_tendsto_of_complete (cauchySeq_of_le_geometric _ C h1 hstep)
  refine ⟨e, he, fun N => ?_⟩
  rw [← Real.dist_eq, hp]
  exact dist_le_of_le_geometric_of_tendsto _ C h1 hstep he N
```

## Multiples of the identity: sharpness and the case Λ = 1

Adding c·1 to H keeps the eigenvectors and moves every eigenvalue by c. The next lemma states the resulting shift of the ground energy for a finite sum of such terms.

```lean
/-- Adding multiples of the identity shifts the ground energy by the sum of the
coefficients. -/
theorem groundEnergy_add_scalars {H : E →L[ℂ] E} (hH : IsHermitianOp H) (a : ℕ → ℝ)
    (s : Finset ℕ) : groundEnergy (H + ∑ n ∈ s, (a n : ℂ) • (1 : E →L[ℂ] E)) =
      groundEnergy H + ∑ n ∈ s, a n := by
  rw [← sum_smul, ← Complex.ofReal_sum]
  generalize ∑ n ∈ s, a n = c
  have happ : ∀ v : E, (H + (c : ℂ) • (1 : E →L[ℂ] E)) v = H v + (c : ℂ) • v :=
    fun _ => rfl
  have hl := (groundEnergy_spec hH).1
  refine IsLeast.csInf_eq ⟨?_, ?_⟩
  · obtain ⟨v, hv, hev⟩ := hl.1
    exact ⟨v, hv, by rw [happ, hev, Complex.ofReal_add, add_smul]⟩
  · rintro e ⟨v, hv, hev⟩
    rw [happ] at hev
    have h : groundEnergy H ≤ e - c :=
      hl.2 ⟨v, hv, by rw [Complex.ofReal_sub, sub_smul, ← hev, add_sub_cancel_right]⟩
    linarith
```

For V_n = C qⁿ·1 the shift is therefore exactly C(q^N − q^(M+1))/(1 − q). As M → ∞ the last power vanishes and the shift tends to the bound. When C > 0 these terms have norm C qⁿ, so the factor 1/(1 − q) in the bound cannot be replaced by a smaller one that serves for all M.

```lean
/-- For the terms `C Λ^(-n/2)` times the identity, the shift of the ground energy tends to
`C Λ^(-N/2) / (1 - Λ^(-1/2))` as the last shell `M` goes to infinity. -/
theorem separation_bound_sharp {H : E →L[ℂ] E} (hH : IsHermitianOp H) {Λ : ℝ}
    (hΛ : 1 < Λ) (C : ℝ) (N : ℕ) :
    Tendsto (fun M => groundEnergy (H + ∑ n ∈ Icc N M,
        ((C * Λ ^ (-(n : ℝ) / 2) : ℝ) : ℂ) • (1 : E →L[ℂ] E)) - groundEnergy H) atTop
      (𝓝 (C * Λ ^ (-(N : ℝ) / 2) / (1 - Λ ^ (-(1 : ℝ) / 2)))) := by
  obtain ⟨h0, h1, -⟩ := scale_ratio hΛ
  have hq := (tendsto_pow_atTop_nhds_zero_of_lt_one h0.le h1).comp (tendsto_add_atTop_nat 1)
  have hlim := ((hq.const_sub (Λ ^ (-(N : ℝ) / 2))).div_const
    (1 - Λ ^ (-(1 : ℝ) / 2))).const_mul C
  rw [sub_zero, ← mul_div_assoc] at hlim
  refine hlim.congr' ?_
  filter_upwards [eventually_ge_atTop N] with M hM
  rw [groundEnergy_add_scalars hH (fun n => C * Λ ^ (-(n : ℝ) / 2)), add_sub_cancel_left,
    ← mul_sum, sum_scales hΛ hM]
  rfl
```

The last theorem has two parts: at Λ = 1 the terms C·1 satisfy the norm hypothesis, and the shift tends to infinity. Its proof compares the shift with C(M − N), a lower bound that also holds for M < N, where the sum is empty.

```lean
/-- At `Λ = 1` the terms `C` times the identity, `C > 0`, obey the norm bound, and the
shift of the ground energy grows without bound. -/
theorem no_separation_at_one {H : E →L[ℂ] E} (hH : IsHermitianOp H) {C : ℝ} (hC : 0 < C)
    (N : ℕ) :
    (∀ n : ℕ, ‖(C : ℂ) • (1 : E →L[ℂ] E)‖ ≤ C * (1 : ℝ) ^ (-(n : ℝ) / 2)) ∧
      Tendsto (fun M => groundEnergy (H + ∑ _n ∈ Icc N M, (C : ℂ) • (1 : E →L[ℂ] E)) -
        groundEnergy H) atTop atTop := by
  constructor
  · intro n
    rw [norm_smul, norm_one, Real.one_rpow, Complex.norm_real, Real.norm_of_nonneg hC.le]
  · have hlin : Tendsto (fun M : ℕ => C * ((M : ℝ) + -(N : ℝ))) atTop atTop :=
      (tendsto_atTop_add_const_right _ _ tendsto_natCast_atTop_atTop).const_mul_atTop hC
    refine tendsto_atTop_mono (fun M => ?_) hlin
    rw [groundEnergy_add_scalars hH (fun _ => C), add_sub_cancel_left, sum_const,
      Nat.card_Icc, nsmul_eq_mul, mul_comm]
    have h : (M : ℝ) ≤ ((M + 1 - N : ℕ) : ℝ) + N := by
      exact_mod_cast (by omega : M ≤ (M + 1 - N) + N)
    exact mul_le_mul_of_nonneg_right (by linarith) hC.le

end

end NRGScaleSeparation
```

```lean
#print axioms NRGScaleSeparation.energy_scale_separation
#print axioms NRGScaleSeparation.groundEnergy_add_scalars
#print axioms NRGScaleSeparation.separation_bound_sharp
#print axioms NRGScaleSeparation.no_separation_at_one
```

```
'NRGScaleSeparation.energy_scale_separation' depends on axioms: [propext, Classical.choice, Quot.sound]
'NRGScaleSeparation.groundEnergy_add_scalars' depends on axioms: [propext, Classical.choice, Quot.sound]
'NRGScaleSeparation.separation_bound_sharp' depends on axioms: [propext, Classical.choice, Quot.sound]
'NRGScaleSeparation.no_separation_at_one' depends on axioms: [propext, Classical.choice, Quot.sound]
```
